# Compressing fcc along z by 1/√2 turns L1₀ order into B2 order

Let $a>0$. Scaling $z$ by $1/\sqrt2$ and then rotating by 45° about $z$ maps the fcc lattice of cube edge $a$ bijectively onto the bcc lattice of edge $b_0=a/\sqrt2$. If the two species of an alloy occupy alternate layers along $z$ (L1₀), one lands exactly on the cube corners and the other exactly on the cube centres (B2).

For ideal, unrelaxed sites, L1₀ and B2 entries in a structure list are therefore linked by a homogeneous strain, which a variable-cell relaxation can in principle follow. Energies play no part here.

## Sites, species and strain

A `Point` is a triple of Cartesian coordinates, and `site a i j k` is $(a/2)(i,j,k)$ with integer $i,j,k$. A species is the set of sites it occupies in an infinite, perfect crystal. `corners b` and `centres b` are defined from the cube edge $b$ alone, without reference to fcc.

In Lean 4 with Mathlib:

```lean
import Mathlib

open Set

namespace L10ToB2

noncomputable section

/-- A point of space, given by its Cartesian coordinates (x, y, z). -/
abbrev Point := ℝ × ℝ × ℝ

/-- The point (a/2)(i, j, k). -/
def site (a : ℝ) (i j k : ℤ) : Point := (a / 2 * i, a / 2 * j, a / 2 * k)

/-- The fcc lattice of cube edge a: the points (a/2)(i, j, k) with i + j + k even. -/
def fcc (a : ℝ) : Set Point :=
  {p | ∃ i j k : ℤ, Even (i + j + k) ∧ p = site a i j k}

/-- The first species of L1_0: the fcc sites in the layers with k even. -/
def evenLayers (a : ℝ) : Set Point :=
  {p | ∃ i j k : ℤ, Even (i + j + k) ∧ Even k ∧ p = site a i j k}

/-- The second species of L1_0: the fcc sites in the layers with k odd. -/
def oddLayers (a : ℝ) : Set Point :=
  {p | ∃ i j k : ℤ, Even (i + j + k) ∧ Odd k ∧ p = site a i j k}

/-- The fcc sites with i even: one species of L1_0 when the layers are stacked along x. -/
def evenLayersX (a : ℝ) : Set Point :=
  {p | ∃ i j k : ℤ, Even (i + j + k) ∧ Even i ∧ p = site a i j k}

/-- The corners of the cubes of edge b. -/
def corners (b : ℝ) : Set Point :=
  {p | ∃ m n l : ℤ, p = (b * m, b * n, b * l)}

/-- The centres of the cubes of edge b. -/
def centres (b : ℝ) : Set Point :=
  {p | ∃ m n l : ℤ, p = (b * (m + 1 / 2), b * (n + 1 / 2), b * (l + 1 / 2))}

/-- The bcc lattice of edge b: cube corners together with cube centres. -/
def bcc (b : ℝ) : Set Point := corners b ∪ centres b

/-- Scaling of the z coordinate by the factor s. -/
def scaleZ (s : ℝ) (p : Point) : Point := (p.1, p.2.1, s * p.2.2)

/-- Rotation by 45 degrees about the z axis. -/
def rotate45 (p : Point) : Point :=
  ((p.1 - p.2.1) / √2, (p.1 + p.2.1) / √2, p.2.2)

/-- The deformation: scale z by s, then rotate by 45 degrees about z. -/
def deform (s : ℝ) (p : Point) : Point := rotate45 (scaleZ s p)
```

The starting lattice is metrically cubic, whereas a real L1₀ crystal is usually somewhat tetragonal. The strain also reduces the volume per atom by the factor $1/\sqrt2$; no uniform expansion is included to restore it.

## A nonzero scale factor: no layers collapse

For a general scale factor $s$, the rotation gives

$$\tfrac a2(i,j,k)\;\mapsto\;\left(\tfrac{b_0}{2}(i-j),\ \tfrac{b_0}{2}(i+j),\ \tfrac{sa}{2}k\right).$$

This is `deform_site`, checked coordinate by coordinate with `ring`.

```lean
/-- The deformation sends the site (a/2)(i, j, k) to in-plane coordinates
(a/√2)/2 times i - j and i + j, and to height s(a/2)k. -/
theorem deform_site (s a : ℝ) (i j k : ℤ) :
    deform s (site a i j k) =
      (a / √2 / 2 * (i - j), a / √2 / 2 * (i + j), s * (a / 2 * k)) := by
  refine Prod.ext ?_ (Prod.ext ?_ ?_) <;>
    dsimp only [deform, rotate45, scaleZ, site] <;> ring
```

The condition $s\neq0$ says that the crystal is not flattened into a plane. If two points have the same image, their values of $x-y$ and $x+y$ agree, hence so do $x$ and $y$; dividing the heights by $s$ gives equal $z$. The proof cancels $\sqrt2$ and $s$, and `linarith` solves for $x$ and $y$. With $s=0$, the sites $(0,0,0)$ and $(0,0,a)$ would merge.

```lean
/-- For a nonzero scale factor, the deformation never merges two points. -/
theorem deform_injective {s : ℝ} (hs : s ≠ 0) : Function.Injective (deform s) := by
  rintro ⟨x, y, z⟩ ⟨x', y', z'⟩ h
  simp only [deform, rotate45, scaleZ, Prod.mk.injEq] at h
  obtain ⟨h1, h2, h3⟩ := h
  have h0 : √2 ≠ 0 := by positivity
  have h1' := (div_left_inj' h0).mp h1
  have h2' := (div_left_inj' h0).mp h2
  have h3' := mul_left_cancel₀ hs h3
  simp only [Prod.mk.injEq]
  exact ⟨by linarith, by linarith, h3'⟩
```

## The parity conditions: fcc sites in alternating layers

The condition that $i+j+k$ is even selects fcc from the simple cubic grid of spacing $a/2$; the parity of $k$ assigns the species. At $s=1/\sqrt2$ the image is $(b_0/2)(i-j,\,i+j,\,k)$.

If $k$ is even, so are $i+j$ and $i-j$. Writing the three numbers as $2m,2n,2l$ gives the corner $b_0(m,n,l)$. Conversely, this corner comes from $i=m+n$, $j=n-m$, $k=2l$, whose sum $2n+2l$ is even.

If $k$ is odd, all three numbers are odd: $2m+1,2n+1,2l+1$. The image is the centre $b_0(m+\tfrac12,n+\tfrac12,l+\tfrac12)$, reached from $i=m+n+1$, $j=n-m$, $k=2l+1$, with even sum $2n+2l+2$.

In both proofs `omega` does the parity step, and the reverse inclusion supplies these same preimages. Without the fcc condition, $(i,j,k)=(1,0,0)$ would land on a face centre.

```lean
/-- After scaling z by 1/√2 and rotating by 45 degrees about z, the species in the even layers fills
exactly the corners of the cubes of edge a/√2. -/
theorem image_evenLayers (a : ℝ) :
    deform (1 / √2) '' evenLayers a = corners (a / √2) := by
  ext p
  constructor
  · rintro ⟨_, ⟨i, j, k, ⟨t, ht⟩, ⟨l, rfl⟩, rfl⟩, rfl⟩
    -- i + j and i - j are both even
    have hi : i = 2 * (t - l) - j := by omega
    subst hi
    refine ⟨t - l - j, t - l, l, ?_⟩
    rw [deform_site]
    refine Prod.ext ?_ (Prod.ext ?_ ?_) <;> dsimp only <;> push_cast <;> ring
  · rintro ⟨m, n, l, rfl⟩
    refine ⟨site a (m + n) (n - m) (2 * l),
      ⟨m + n, n - m, 2 * l, ⟨n + l, by ring⟩, ⟨l, by ring⟩, rfl⟩, ?_⟩
    rw [deform_site]
    refine Prod.ext ?_ (Prod.ext ?_ ?_) <;> dsimp only <;> push_cast <;> ring

/-- After scaling z by 1/√2 and rotating by 45 degrees about z, the species in the odd layers fills
exactly the centres of the cubes of edge a/√2. -/
theorem image_oddLayers (a : ℝ) :
    deform (1 / √2) '' oddLayers a = centres (a / √2) := by
  ext p
  constructor
  · rintro ⟨_, ⟨i, j, k, ⟨t, ht⟩, ⟨l, rfl⟩, rfl⟩, rfl⟩
    -- i + j and i - j are both odd
    have hi : i = 2 * (t - l) - 1 - j := by omega
    subst hi
    refine ⟨t - l - 1 - j, t - l - 1, l, ?_⟩
    rw [deform_site]
    refine Prod.ext ?_ (Prod.ext ?_ ?_) <;> dsimp only <;> push_cast <;> ring
  · rintro ⟨m, n, l, rfl⟩
    refine ⟨site a (m + n + 1) (n - m) (2 * l + 1),
      ⟨m + n + 1, n - m, 2 * l + 1, ⟨n + l + 1, by ring⟩, ⟨l, rfl⟩, rfl⟩, ?_⟩
    rw [deform_site]
    refine Prod.ext ?_ (Prod.ext ?_ ?_) <;> dsimp only <;> push_cast <;> ring
```

## A nonzero edge: distinct sublattices

A point that was both corner and centre would satisfy $bm=b(m'+\tfrac12)$. Cancelling $b\neq0$ gives $2m=2m'+1$, an even number equal to an odd one, which `omega` rejects. At $b=0$ both sets shrink to the origin.

```lean
/-- For a nonzero edge, no point is both a cube corner and a cube centre. -/
theorem disjoint_corners_centres {b : ℝ} (hb : b ≠ 0) :
    Disjoint (corners b) (centres b) := by
  refine Set.disjoint_left.mpr ?_
  rintro p ⟨m, n, l, rfl⟩ ⟨m', n', l', h⟩
  have h1 : b * (m : ℝ) = b * (m' + 1 / 2) := congrArg Prod.fst h
  have h2 := mul_left_cancel₀ hb h1
  have h3 : (2 : ℝ) * m = 2 * m' + 1 := by linarith
  have h4 : 2 * m = 2 * m' + 1 := by exact_mod_cast h3
  omega
```

In the main theorem $a>0$ is the usual convention for a lattice constant, and it supplies the nonzero edge $b_0$. The proof splits fcc by the parity of $k$, joins the two images into bcc, and adds injectivity to obtain `BijOn`.

```lean
/-- L1_0 becomes B2: for a > 0, scaling z by 1/√2 and rotating by 45 degrees about z maps
the fcc lattice bijectively onto the bcc lattice of edge a/√2, with one species on the
corners, the other on the centres, and no site shared. -/
theorem l10_to_b2 {a : ℝ} (ha : 0 < a) :
    BijOn (deform (1 / √2)) (fcc a) (bcc (a / √2)) ∧
      deform (1 / √2) '' evenLayers a = corners (a / √2) ∧
      deform (1 / √2) '' oddLayers a = centres (a / √2) ∧
      Disjoint (corners (a / √2)) (centres (a / √2)) := by
  refine ⟨?_, image_evenLayers a, image_oddLayers a,
    disjoint_corners_centres (by positivity)⟩
  -- every fcc site belongs to one of the two species
  have hf : fcc a = evenLayers a ∪ oddLayers a := by
    ext p
    constructor
    · rintro ⟨i, j, k, h, rfl⟩
      rcases Int.even_or_odd k with hk | hk
      · exact Or.inl ⟨i, j, k, h, hk, rfl⟩
      · exact Or.inr ⟨i, j, k, h, hk, rfl⟩
    · rintro (⟨i, j, k, h, -, rfl⟩ | ⟨i, j, k, h, -, rfl⟩) <;> exact ⟨i, j, k, h, rfl⟩
  have himg : deform (1 / √2) '' fcc a = bcc (a / √2) := by
    rw [hf, Set.image_union, image_evenLayers, image_oddLayers]
    rfl
  rw [← himg]
  exact (deform_injective (by positivity)).injOn.bijOn_image
```

## Positive scale and edge: a unique compression

Now let $s$ and $b$ be any positive numbers, so that there is no reflection and $b$ is a true length. Suppose the even-layer species becomes the corner lattice of edge $b$.

- Site indices $(1,1,0)$ and $(0,0,2)$ map to $(0,b_0,0)$ and $(0,0,sa)$. Both are corners, so $b_0$ and $sa$ are integer multiples of $b$, and $b\le b_0$, $b\le sa$.
- The corner $(0,b,b)$ has a preimage with $i+j$ and $k$ even, so $b$ is an integer multiple of $b_0$ and of $sa$. Hence $b_0\le b$ and $sa\le b$.

Thus $b=b_0=sa$ and $s=1/\sqrt2$. The lemma `le_of_int_multiple` turns each multiple into an inequality. Without positivity of $s$, the reflected value $s=-1/\sqrt2$ would also work.

```lean
/-- A positive length that is an integer multiple of another positive length is at least
as long. -/
theorem le_of_int_multiple {x y : ℝ} (hx : 0 < x) (hy : 0 < y) (m : ℤ)
    (h : x = y * m) : y ≤ x := by
  have hm : (0 : ℝ) < m := (mul_pos_iff_of_pos_left hy).mp (by rw [← h]; exact hx)
  have hm' : 0 < m := by exact_mod_cast hm
  have h1 : (1 : ℝ) ≤ m := by exact_mod_cast (show (1 : ℤ) ≤ m by omega)
  have h2 := mul_le_mul_of_nonneg_left h1 hy.le
  linarith

/-- For positive a, s and b, scaling z by s and then rotating by 45 degrees about z turns the
even-layer species into the corner lattice of cubes of edge b exactly when the z scaling is s = 1/√2
and the edge is b = a/√2. -/
theorem corners_iff {a s b : ℝ} (ha : 0 < a) (hs : 0 < s) (hb : 0 < b) :
    deform s '' evenLayers a = corners b ↔ s = 1 / √2 ∧ b = a / √2 := by
  constructor
  · intro h
    have e1 : deform s (site a 1 1 0) ∈ corners b := by
      rw [← h]
      exact ⟨_, ⟨1, 1, 0, ⟨1, by norm_num⟩, ⟨0, by norm_num⟩, rfl⟩, rfl⟩
    have e2 : deform s (site a 0 0 2) ∈ corners b := by
      rw [← h]
      exact ⟨_, ⟨0, 0, 2, ⟨1, by norm_num⟩, ⟨1, by norm_num⟩, rfl⟩, rfl⟩
    have e3 : ((b * (0 : ℤ), b * (1 : ℤ), b * (1 : ℤ)) : Point) ∈
        deform s '' evenLayers a := by
      rw [h]
      exact ⟨0, 1, 1, rfl⟩
    rw [deform_site] at e1 e2
    obtain ⟨_, n, _, h1⟩ := e1
    obtain ⟨_, _, l, h2⟩ := e2
    obtain ⟨_, ⟨i, j, k, ⟨t, ht⟩, ⟨r, rfl⟩, rfl⟩, h3⟩ := e3
    rw [deform_site] at h3
    have g1 := congrArg (fun p : Point => p.2.1) h1
    have g2 := congrArg (fun p : Point => p.2.2) h2
    have g3 := congrArg (fun p : Point => p.2.1) h3
    have g4 := congrArg (fun p : Point => p.2.2) h3
    dsimp only at g1 g2 g3 g4
    push_cast at g1 g2 g3 g4
    have hij : (i : ℝ) + j = 2 * ((t - r : ℤ) : ℝ) := by
      exact_mod_cast (show i + j = 2 * (t - r) by omega)
    have hA : 0 < a / √2 := by positivity
    have hsa : 0 < s * a := mul_pos hs ha
    -- the lattice periods are integer multiples of each other, hence equal
    have p1 : b ≤ a / √2 := le_of_int_multiple hA hb n (by linear_combination g1)
    have p2 : a / √2 ≤ b := le_of_int_multiple hb hA (t - r)
      (by linear_combination -g3 + a / √2 / 2 * hij)
    have p3 : b ≤ s * a := le_of_int_multiple hsa hb l (by linear_combination g2)
    have p4 : s * a ≤ b := le_of_int_multiple hb hsa r (by linear_combination -g4)
    have q1 : b = a / √2 := le_antisymm p1 p2
    have q2 : s * a = b := le_antisymm p4 p3
    have q3 : s * a = 1 / √2 * a := by linear_combination q2 + q1
    exact ⟨mul_right_cancel₀ ha.ne' q3, q1⟩
  · rintro ⟨rfl, rfl⟩
    exact image_evenLayers a
```

## Stacking along the compressed axis

If the layers alternate along $x$ while the compression stays along $z$, the even-$i$ species contains both $(0,0,0)$ and $(0,1,1)$. The first goes to a corner and the second to the centre $b_0(-\tfrac12,\tfrac12,\tfrac12)$. Since $a>0$ keeps corners and centres disjoint, the species fills neither set exactly, and the proof uses these two sites as witnesses.

```lean
/-- For a > 0 and layers stacked along x, scaling z by 1/√2 and then rotating by 45 degrees about z
puts the even-i species neither on exactly the corners nor on exactly the centres of the cubes. -/
theorem wrong_axis {a : ℝ} (ha : 0 < a) :
    deform (1 / √2) '' evenLayersX a ≠ corners (a / √2) ∧
      deform (1 / √2) '' evenLayersX a ≠ centres (a / √2) := by
  have hd : Disjoint (corners (a / √2)) (centres (a / √2)) :=
    disjoint_corners_centres (by positivity)
  -- two sites of the same species, one landing on a corner and one on a centre
  have h0 : deform (1 / √2) (site a 0 0 0) ∈ corners (a / √2) := by
    rw [← image_evenLayers]
    exact ⟨_, ⟨0, 0, 0, ⟨0, by norm_num⟩, ⟨0, by norm_num⟩, rfl⟩, rfl⟩
  have h1 : deform (1 / √2) (site a 0 1 1) ∈ centres (a / √2) := by
    rw [← image_oddLayers]
    exact ⟨_, ⟨0, 1, 1, ⟨1, by norm_num⟩, ⟨0, by norm_num⟩, rfl⟩, rfl⟩
  constructor
  · intro h
    have h2 : deform (1 / √2) (site a 0 1 1) ∈ corners (a / √2) := by
      rw [← h]
      exact ⟨_, ⟨0, 1, 1, ⟨1, by norm_num⟩, ⟨0, by norm_num⟩, rfl⟩, rfl⟩
    exact Set.disjoint_left.mp hd h2 h1
  · intro h
    have h2 : deform (1 / √2) (site a 0 0 0) ∈ centres (a / √2) := by
      rw [← h]
      exact ⟨_, ⟨0, 0, 0, ⟨0, by norm_num⟩, ⟨0, by norm_num⟩, rfl⟩, rfl⟩
    exact Set.disjoint_left.mp hd h0 h2

end

end L10ToB2
```
```lean
#print axioms L10ToB2.l10_to_b2
-- 'L10ToB2.l10_to_b2' depends on axioms: [propext, Classical.choice, Quot.sound]
#print axioms L10ToB2.corners_iff
-- 'L10ToB2.corners_iff' depends on axioms: [propext, Classical.choice, Quot.sound]
#print axioms L10ToB2.wrong_axis
-- 'L10ToB2.wrong_axis' depends on axioms: [propext, Classical.choice, Quot.sound]
```
